# The transcorrelated residual of a reference determinant vanishes exactly when the correlated reference is an eigenvector

Q: For a matrix that is not symmetric, "the variance of the reference determinant" has two readings: the squared length of a residual, or the mean square minus the squared mean. Which one did you take?

A: The first. Let $H$ be a real square matrix, $J$ an invertible one, and $M = J^{-1}HJ$. The reference determinant is the unit coordinate vector $e_0$, and the projected energy is $E = M_{00}$. The residual variance is $\|(M-E)e_0\|^2$. The other reading, $(M^2)_{00} - E^2$, is defined too, as the naive variance, so that the two can be compared.

Q: And what is the space?

A: The real span of a finite set of orthonormal determinants, indexed by a type `n`. The reference index 0 is called `o` in the code.

In Lean 4 with Mathlib:

```lean
import Mathlib

open Matrix

namespace TranscorrelatedVariance

noncomputable section

variable {n : Type*} [Fintype n] [DecidableEq n]
```

The transformed Hamiltonian and the reference are written as you would expect.

```lean
/-- The transcorrelated Hamiltonian `J⁻¹ H J`. -/
def transcorrelated (H J : Matrix n n ℝ) : Matrix n n ℝ := J⁻¹ * H * J

/-- The reference determinant, a unit coordinate vector. -/
def refState (o : n) : n → ℝ := Pi.single o 1
```

The residual is defined for any trial energy $\varepsilon$, and the variance sets $\varepsilon = E$. The symbol `⬝ᵥ` is the dot product, so a real vector dotted with itself gives its squared Euclidean norm.

```lean
/-- The residual `(M - ε) e₀` of the reference determinant at trial energy `ε`. -/
def residual (M : Matrix n n ℝ) (o : n) (ε : ℝ) : n → ℝ :=
  M *ᵥ refState o - ε • refState o

/-- The squared Euclidean norm of the residual at the projected energy `E = M₀₀`. -/
def residualVariance (M : Matrix n n ℝ) (o : n) : ℝ :=
  residual M o (M o o) ⬝ᵥ residual M o (M o o)

/-- The naive variance `(M²)₀₀ - (M₀₀)²`. -/
def naiveVariance (M : Matrix n n ℝ) (o : n) : ℝ := (M * M) o o - M o o ^ 2
```

Q: Does "eigenstate" exclude the zero vector?

A: Yes, explicitly. The eigenvalue must be real, but it need not be the lowest one, so an excited state also counts.

```lean
/-- A nonzero vector that `H` maps to a real multiple of itself. -/
def IsEigenstate (H : Matrix n n ℝ) (v : n → ℝ) : Prop :=
  v ≠ 0 ∧ ∃ μ : ℝ, H *ᵥ v = μ • v
```

Q: Show me why only the couplings $M_{I0}$ matter.

A: The vector $Me_0$ is the first column of $M$. Subtracting $\varepsilon e_0$ changes only the reference component, so the residual has components $M_{I0}$ for $I \neq 0$ and $E - \varepsilon$ for $I = 0$. Squaring and adding gives

$$\|(M-\varepsilon)e_0\|^2 = \sum_{I\neq 0} M_{I0}^2 + (E-\varepsilon)^2 .$$

The last term vanishes at $\varepsilon = E$, which is therefore the best shift. The first lemma gives the components. The second splits the reference term off the sum with `Finset.sum_erase_add` and evaluates the two parts separately. Neither needs $M$ to come from a similarity transformation.

```lean
/-- The components of the residual are the first-column elements of `M`, with the trial energy
subtracted on the reference. -/
theorem residual_apply (M : Matrix n n ℝ) (o i : n) (ε : ℝ) :
    residual M o ε i = M i o - if i = o then ε else 0 := by
  simp [residual, refState, Pi.single_apply]

/-- The squared residual at any trial energy `ε` is the sum of the squared couplings out of the
reference plus `(M₀₀ - ε)²`. -/
theorem residual_sq_shift (M : Matrix n n ℝ) (o : n) (ε : ℝ) :
    residual M o ε ⬝ᵥ residual M o ε
      = ∑ I ∈ Finset.univ.erase o, M I o ^ 2 + (M o o - ε) ^ 2 := by
  simp only [dotProduct]
  -- separate the reference component from all others
  rw [← Finset.sum_erase_add _ _ (Finset.mem_univ o)]
  congr 1
  · apply Finset.sum_congr rfl
    intro i hi
    rw [residual_apply, if_neg (Finset.ne_of_mem_erase hi)]
    ring
  · rw [residual_apply, if_pos rfl]
    ring
```

Q: That is a statement about $M$. I care about $H$.

A: Invertibility makes the connection. If $J^{-1}HJv = \mu v$, multiply by $J$ to get $H(Jv) = \mu Jv$. Multiplying that by $J^{-1}$ leads back. The hypothesis `IsUnit J.det` says that $J$ is invertible; physically, the correlator loses no information about the state it acts on, as with an exponential Jastrow factor. The two halves of the next proof are these two multiplications.

```lean
/-- A vector `v` solves the eigenvalue equation of the transcorrelated Hamiltonian exactly when
`J v` solves that of `H`, with the same `μ`. -/
theorem eigen_equation_iff (H J : Matrix n n ℝ) (hJ : IsUnit J.det) (v : n → ℝ) (μ : ℝ) :
    transcorrelated H J *ᵥ v = μ • v ↔ H *ᵥ (J *ᵥ v) = μ • (J *ᵥ v) := by
  constructor
  · intro h
    have hc : J * transcorrelated H J = H * J := by
      rw [transcorrelated, ← Matrix.mul_assoc, ← Matrix.mul_assoc,
        Matrix.mul_nonsing_inv J hJ, Matrix.one_mul]
    rw [Matrix.mulVec_mulVec, ← hc, ← Matrix.mulVec_mulVec, h, Matrix.mulVec_smul]
  · intro h
    have hc : transcorrelated H J *ᵥ v = J⁻¹ *ᵥ (H *ᵥ (J *ᵥ v)) := by
      simp only [transcorrelated, Matrix.mulVec_mulVec, Matrix.mul_assoc]
    rw [hc, h, Matrix.mulVec_smul, Matrix.mulVec_mulVec, Matrix.nonsing_inv_mul J hJ,
      Matrix.one_mulVec]
```

Q: An eigenvector of $H$ comes with some eigenvalue $\mu$. Why should it be your $E$?

A: If $H(Je_0) = \mu Je_0$, then $Me_0 = \mu e_0$, and the reference component of this equation reads $M_{00} = \mu$.

```lean
/-- If `J e₀` satisfies the eigenvalue equation of `H` with value `μ`, then `μ` is the projected
energy `M₀₀`. -/
theorem eigenvalue_eq_energy (H J : Matrix n n ℝ) (hJ : IsUnit J.det) (o : n) (μ : ℝ)
    (h : H *ᵥ (J *ᵥ refState o) = μ • (J *ᵥ refState o)) :
    μ = transcorrelated H J o o := by
  have h0 := congrFun ((eigen_equation_iff H J hJ (refState o) μ).2 h) o
  simp [refState] at h0
  exact h0.symm
```

Now the main theorem can be assembled. The sum formula is the identity above at $\varepsilon = E$. For the equivalence, a real vector has zero squared norm only if it is zero, so the variance vanishes exactly when $Me_0 = Ee_0$, that is, when $H(Je_0) = E\,Je_0$. In the forward direction one must also check that $Je_0 \neq 0$: otherwise $e_0 = J^{-1}(Je_0)$ would be zero. In the backward direction the previous lemma replaces $\mu$ by $E$.

```lean
/-- The squared residual of the reference is the sum of squared couplings `M_{I0}` with `I ≠ 0`,
and it vanishes exactly when `J e₀` is an eigenvector of `H`. -/
theorem transcorrelated_residual_variance (H J : Matrix n n ℝ) (hJ : IsUnit J.det) (o : n) :
    residualVariance (transcorrelated H J) o
        = ∑ I ∈ Finset.univ.erase o, transcorrelated H J I o ^ 2 ∧
      (residualVariance (transcorrelated H J) o = 0 ↔ IsEigenstate H (J *ᵥ refState o)) := by
  constructor
  · rw [residualVariance, residual_sq_shift]
    ring
  · rw [residualVariance, dotProduct_self_eq_zero, residual, sub_eq_zero,
      eigen_equation_iff H J hJ]
    constructor
    · intro h
      refine ⟨fun hz => ?_, _, h⟩
      -- an invertible correlator cannot annihilate the reference
      have h1 : J⁻¹ *ᵥ (J *ᵥ refState o) = refState o := by
        rw [Matrix.mulVec_mulVec, Matrix.nonsing_inv_mul J hJ, Matrix.one_mulVec]
      rw [hz, Matrix.mulVec_zero] at h1
      have h2 := congrFun h1 o
      simp [refState] at h2
    · rintro ⟨_, μ, h⟩
      rw [← eigenvalue_eq_energy H J hJ o μ h]
      exact h
```

Q: Is $H$ assumed symmetric there?

A: No. That also gives a neighbouring result: put $H^T$ and $J^{-T}$ in place of $H$ and $J$. The transformed matrix is then $M^T$, so $\sum_{I\neq 0} M_{0I}^2$ vanishes exactly when $J^{-T}e_0$ is an eigenvector of $H^T$. The row of $M$ tests the left eigenvector as the column tests the right one.

Q: My usual formula is $\langle H^2\rangle - \langle H\rangle^2$. What goes wrong with it?

A: Expand $(M^2)_{00} = \sum_I M_{0I}M_{I0}$. The term $I=0$ is $E^2$, so the naive variance is $\sum_{I\neq 0} M_{0I}M_{I0}$, a sum of products that may have either sign. If $H$ is symmetric and $J$ orthogonal, then $J^{-1} = J^T$ and $M$ is symmetric. Each product becomes a square, and your formula agrees with the residual variance.

```lean
/-- The naive variance is the sum of products of the couplings into and out of the reference. -/
theorem naiveVariance_eq_sum (M : Matrix n n ℝ) (o : n) :
    naiveVariance M o = ∑ I ∈ Finset.univ.erase o, M o I * M I o := by
  rw [naiveVariance, Matrix.mul_apply, ← Finset.sum_erase_add _ _ (Finset.mem_univ o)]
  ring

/-- For a symmetric Hamiltonian and an orthogonal transformation the naive variance equals the
squared residual. -/
theorem naive_eq_residual_of_orthogonal (H J : Matrix n n ℝ) (hH : Hᵀ = H)
    (hJ : Jᵀ * J = 1) (o : n) :
    naiveVariance (transcorrelated H J) o = residualVariance (transcorrelated H J) o := by
  have hinv : J⁻¹ = Jᵀ := Matrix.inv_eq_left_inv hJ
  have hM : (transcorrelated H J)ᵀ = transcorrelated H J := by
    simp only [transcorrelated, hinv, Matrix.transpose_mul, Matrix.transpose_transpose, hH,
      Matrix.mul_assoc]
  rw [naiveVariance_eq_sum, residualVariance, residual_sq_shift, sub_self]
  have hs : ∀ I, transcorrelated H J o I = transcorrelated H J I o :=
    fun I => congrFun (congrFun hM I) o
  simp only [hs, pow_two, mul_zero, add_zero]
```

Q: Give me numbers.

A: Take

$$H = \begin{pmatrix}1&1\\1&2\end{pmatrix},\quad J = \begin{pmatrix}1&0\\-1&1\end{pmatrix},\quad J^{-1} = \begin{pmatrix}1&0\\1&1\end{pmatrix}.$$

Then

$$HJ = \begin{pmatrix}0&1\\-1&2\end{pmatrix},\qquad M = J^{-1}HJ = \begin{pmatrix}0&1\\-1&3\end{pmatrix}.$$

Here $E = 0$ and the residual is $(0,-1)$, with squared norm $1$. The naive variance is $M_{01}M_{10} = -1$.

```lean
/-- A symmetric two-level Hamiltonian and an invertible correlator give the transcorrelated matrix
`[[0, 1], [-1, 3]]`, with naive variance `-1` and squared residual `1`. -/
theorem negative_naive_variance :
    transcorrelated !![1, 1; 1, 2] !![1, 0; -1, 1] = !![0, 1; -1, 3] ∧
      naiveVariance !![0, 1; -1, 3] (0 : Fin 2) = -1 ∧
      residualVariance !![0, 1; -1, 3] (0 : Fin 2) = 1 := by
  have hinv : (!![1, 0; -1, 1] : Matrix (Fin 2) (Fin 2) ℝ)⁻¹ = !![1, 0; 1, 1] := by
    apply Matrix.inv_eq_right_inv
    ext i j
    fin_cases i <;> fin_cases j <;> norm_num [Matrix.mul_apply, Fin.sum_univ_succ]
  have he : Finset.univ.erase (0 : Fin 2) = {1} := by decide
  refine ⟨?_, ?_, ?_⟩
  · rw [transcorrelated, hinv]
    ext i j
    fin_cases i <;> fin_cases j <;> norm_num [Matrix.mul_apply, Fin.sum_univ_succ]
  · rw [naiveVariance_eq_sum, he]
    simp
  · rw [residualVariance, residual_sq_shift, he]
    simp
```

Q: Is the residual variance of 1 then the energy variance of $H$ in the state $Je_0$?

A: No. With $Je_0 = (1,-1)$ normalised to $(1,-1)/\sqrt2$, the mean energy is $1/2$ and the ordinary variance is $1/4$. The residual is measured after the transformation, where $e_0$ has unit length. For symmetric $H$ both quantities vanish at an eigenstate, but elsewhere their values can differ.

Q: Perhaps the negative sign betrays complex eigenvalues.

A: It does not. The characteristic equation is $z^2 - 3z + 1 = 0$, with roots $(3\pm\sqrt5)/2$. The theorem lets $z$ be any complex number and finds only these two; its proof computes the determinant and factors it.

```lean
/-- The complex roots of the characteristic equation of `[[0, 1], [-1, 3]]` are the two real
numbers `(3 ± √5)/2`. -/
theorem spectrum_real (z : ℂ) :
    (z • (1 : Matrix (Fin 2) (Fin 2) ℂ)
        - (!![0, 1; -1, 3] : Matrix (Fin 2) (Fin 2) ℝ).map Complex.ofReal).det = 0 ↔
      z = (((3 + Real.sqrt 5) / 2 : ℝ) : ℂ) ∨ z = (((3 - Real.sqrt 5) / 2 : ℝ) : ℂ) := by
  have h5 : ((Real.sqrt 5 : ℝ) : ℂ) ^ 2 = 5 := by
    rw [← Complex.ofReal_pow, Real.sq_sqrt (by norm_num)]
    norm_num
  have hd : (z • (1 : Matrix (Fin 2) (Fin 2) ℂ)
      - (!![0, 1; -1, 3] : Matrix (Fin 2) (Fin 2) ℝ).map Complex.ofReal).det
      = z * (z - 3) + 1 := by
    rw [Matrix.det_fin_two]
    simp
  -- factor the characteristic polynomial
  have hf : z * (z - 3) + 1 = (z - (((3 + Real.sqrt 5) / 2 : ℝ) : ℂ))
      * (z - (((3 - Real.sqrt 5) / 2 : ℝ) : ℂ)) := by
    push_cast
    linear_combination h5 / 4
  rw [hd, hf, mul_eq_zero, sub_eq_zero, sub_eq_zero]
```

Q: Where does this touch a real calculation?

A: In a finite real matrix model with an invertible $J$, the sum of squared couplings out of the reference can serve as a cost function for choosing the correlator, and its zeros are exactly the choices that make $Je_0$ an eigenvector. A small nonzero value is harder to interpret. With two determinants and $J = \mathrm{diag}(1,t)$, $t>0$, the vector $Je_0 = e_0$ is the same for every $t$, yet $M_{10} = H_{10}/t$ becomes as small as you like when $t$ grows. The form of $J$ must therefore be restricted so that the cost cannot be lowered by such rescaling alone. If a continuum transcorrelated operator is instead projected onto a finite basis, the resulting matrix need not be similar to the projected $H$. The sum formula survives, but the link to eigenvectors of that $H$ may not.

Q: Could I still use the naive variance and just look for zero?

A: That can mislead you. For $H = \begin{pmatrix}0&0\\0&1\end{pmatrix}$ and $J = \begin{pmatrix}1&0\\1&1\end{pmatrix}$ one finds $M = \begin{pmatrix}0&0\\1&1\end{pmatrix}$. Since $M_{01} = 0$, the naive variance is zero. Yet the residual variance is $M_{10}^2 = 1$, and $Je_0 = (1,1)$ is sent by $H$ to $(0,1)$, so it is no eigenvector.

```lean
/-- A symmetric two-level Hamiltonian and an invertible correlator give a transcorrelated matrix
whose naive variance is zero while its squared residual is `1`. -/
theorem zero_naive_variance_nonzero_residual :
    transcorrelated !![0, 0; 0, 1] !![1, 0; 1, 1] = !![0, 0; 1, 1] ∧
      naiveVariance !![0, 0; 1, 1] (0 : Fin 2) = 0 ∧
      residualVariance !![0, 0; 1, 1] (0 : Fin 2) = 1 := by
  have hinv : (!![1, 0; 1, 1] : Matrix (Fin 2) (Fin 2) ℝ)⁻¹ = !![1, 0; -1, 1] := by
    apply Matrix.inv_eq_right_inv
    ext i j
    fin_cases i <;> fin_cases j <;> norm_num [Matrix.mul_apply, Fin.sum_univ_succ]
  have he : Finset.univ.erase (0 : Fin 2) = {1} := by decide
  refine ⟨?_, ?_, ?_⟩
  · rw [transcorrelated, hinv]
    ext i j
    fin_cases i <;> fin_cases j <;> norm_num [Matrix.mul_apply, Fin.sum_univ_succ]
  · rw [naiveVariance_eq_sum, he]
    simp
  · rw [residualVariance, residual_sq_shift, he]
    simp

end

end TranscorrelatedVariance
```

```lean
#print axioms TranscorrelatedVariance.transcorrelated_residual_variance
-- 'TranscorrelatedVariance.transcorrelated_residual_variance' depends on axioms: [propext, Classical.choice, Quot.sound]
#print axioms TranscorrelatedVariance.negative_naive_variance
-- 'TranscorrelatedVariance.negative_naive_variance' depends on axioms: [propext, Classical.choice, Quot.sound]
#print axioms TranscorrelatedVariance.spectrum_real
-- 'TranscorrelatedVariance.spectrum_real' depends on axioms: [propext, Classical.choice, Quot.sound]
#print axioms TranscorrelatedVariance.zero_naive_variance_nonzero_residual
-- 'TranscorrelatedVariance.zero_naive_variance_nonzero_residual' depends on axioms: [propext, Classical.choice, Quot.sound]
```
